# The origin value of a sine partial core matched to exp(−ar) falls from 1 to 0 as B r₀ runs from 0 to π

## The density at the nucleus as a limit

The partial core is taken to be the function

ρ(r) = A sin(Br)/r,

and its value at the nucleus is defined as the limit of ρ(r) as r → 0⁺. The formula itself has no meaningful value at r = 0, where Lean's convention for division by zero would return 0. The limit is AB.

Such a function appears in the nonlinear core correction. Exchange and correlation depend nonlinearly on the density, so a pseudopotential calculation may need some core density besides the valence density. The true core density is sharply peaked, and inside a radius r₀ it is replaced by a smoother partial core. Here the true core density is a single exponential exp(−ar), scaled to 1 at the nucleus, and the partial core must agree with it at r₀ in value and slope. For this one-exponential model, the result tells someone generating a pseudopotential how far the replacement lowers the density at the nucleus: the factor depends only on x = B r₀, which is taken between 0 and π.

## The theorems in words

Write

F(x) = (x/sin x) exp(x cot x − 1).

In the file, ρ is `partialCore A B`, F is `originValue`, and `IsMatched a r₀ A B` says that ρ has the value exp(−a r₀) and the derivative −a exp(−a r₀) at r₀.

- `originValue_strictAnti_and_limits` is the main theorem: F is strictly decreasing on (0, π), tends to 1 as x → 0⁺ (`𝓝[>] 0`) and to 0 as x → π⁻ (`𝓝[<] π`).
- `isMatched_iff` connects F to the physics. For r₀ > 0 and 0 < B r₀ < π, matching holds exactly when a r₀ = 1 − x cot x and AB = F(x).
- `originValue_bijOn` says that F maps (0, π) one-to-one onto (0, 1).
- `matched_origin_mem` concludes that a matched partial core with 0 < B r₀ < π has 0 < AB < 1.

The condition 0 < B r₀ < π keeps sin(Br) positive up to r₀, so a matched partial core has no node there. Continuity of the second derivative at r₀ is not required. The theorems do not address whether prescribed a and r₀ admit a solution x of the first matching equation.

## Two matching equations

For r ≠ 0 the quotient rule gives

ρ′(r) = A (Br cos Br − sin Br)/r².

Matching at r₀ therefore means

A sin x / r₀ = exp(−a r₀),
A (x cos x − sin x)/r₀² = −a exp(−a r₀).

Multiply the second equation by r₀ and divide by the first:

x cot x − 1 = −a r₀.

The first equation gives A = r₀ exp(−a r₀)/sin x, hence

AB = (x/sin x) exp(−a r₀) = F(x).

Conversely, if a r₀ = 1 − x cot x and AB = F(x), then AB = (x/sin x) exp(−a r₀). Dividing by B ≠ 0 recovers the value condition. Since x cos x − sin x = −a r₀ sin x, the slope is −a A sin x / r₀ = −a exp(−a r₀).

## The sign of F′

The two factors of F contribute

(x/sin x)′ = (sin x − x cos x)/sin²x,
(x cot x − 1)′ = (sin x cos x − x)/sin²x.

In the product rule the terms x sin x cos x cancel:

F′(x) = (sin²x − x²)/sin³x · exp(x cot x − 1).

On (0, π) we have 0 < sin x < x, so F′ < 0.

## The two ends of the interval

Put u = x/sin x, so that F = u exp(u cos x − 1). As x → 0⁺, both u and cos x tend to 1, and F → 1 · exp(0) = 1.

Near π, cos x < −1/2, so the exponent is below −u/2. From exp(u/4) ≥ u/4 we get exp(u/2) ≥ u²/16, and therefore

0 ≤ F(x) ≤ u exp(−u/2) ≤ 16/u = 16 sin x / x → 0.

## Every value between 0 and 1

F is positive on (0, π). For 0 < y < x/2 we have F(y) > F(x/2), and letting y → 0⁺ gives F(x/2) ≤ 1. Hence F(x) < F(x/2) ≤ 1. Given v in (0, 1), the limits supply points where F lies above and below v, and continuity supplies a point where F = v. Strict monotonicity makes it unique.

## A negative density when B r₀ exceeds π

Without the bound B r₀ < π, the conclusion 0 < AB < 1 can fail. Take r₀ = 1, a = 1, B = 3π/2 and A = −1/e. At r = 1 the partial core has value 1/e and slope −1/e, as matching demands, but

AB = −3π/(2e) ≈ −1.73.

## The Lean file

```lean
import Mathlib

open Filter Topology Set
open scoped Real

namespace PartialCoreOrigin

noncomputable section

/-- The sine partial core density `A sin(Br)/r`. -/
def partialCore (A B r : ℝ) : ℝ := A * Real.sin (B * r) / r

/-- The partial core joins the core density `exp(-ar)` at `r₀` with equal value and slope. -/
def IsMatched (a r₀ A B : ℝ) : Prop :=
  partialCore A B r₀ = Real.exp (-(a * r₀)) ∧
    HasDerivAt (partialCore A B) (-a * Real.exp (-(a * r₀))) r₀

/-- The function `(x / sin x) exp(x cot x - 1)` of the dimensionless parameter `x = B r₀`. -/
def originValue (x : ℝ) : ℝ :=
  x / Real.sin x * Real.exp (x * Real.cos x / Real.sin x - 1)

/-- The slope of the partial core at a nonzero radius. -/
theorem hasDerivAt_partialCore (A B : ℝ) {r : ℝ} (hr : r ≠ 0) :
    HasDerivAt (partialCore A B)
      (A * (B * r * Real.cos (B * r) - Real.sin (B * r)) / r ^ 2) r := by
  have h0 : HasDerivAt (fun y : ℝ => B * y) B r :=
    ((hasDerivAt_id' r).const_mul B).congr_deriv (mul_one B)
  have h1 := (h0.sin.const_mul A).fun_div (hasDerivAt_id' r) hr
  exact h1.congr_deriv (by ring)

/-- The partial core density tends to `A B` at the origin. -/
theorem tendsto_partialCore_origin (A B : ℝ) :
    Tendsto (partialCore A B) (𝓝[>] 0) (𝓝 (A * B)) := by
  have h0 : HasDerivAt (fun y : ℝ => B * y) B 0 :=
    ((hasDerivAt_id' (0 : ℝ)).const_mul B).congr_deriv (mul_one B)
  -- the density is the difference quotient of `A sin(Br)` at the origin
  have h : Tendsto (fun t : ℝ => t⁻¹ • (A * Real.sin (B * (0 + t)) - A * Real.sin (B * 0)))
      (𝓝[>] 0) (𝓝 (A * (Real.cos (B * 0) * B))) :=
    (h0.sin.const_mul A).tendsto_slope_zero_right
  have e : A * (Real.cos (B * 0) * B) = A * B := by simp
  rw [e] at h
  refine h.congr fun t => ?_
  simp [partialCore, div_eq_inv_mul]

/-- With `x = B r₀` in `(0, π)`, the partial core matches `exp(-ar)` at `r₀` exactly when
`a r₀ = 1 - x cot x` and its origin value `A B` is `(x / sin x) exp(x cot x - 1)`. -/
theorem isMatched_iff {a r₀ A B : ℝ} (hr : 0 < r₀) (hx : B * r₀ ∈ Ioo 0 π) :
    IsMatched a r₀ A B ↔
      a * r₀ = 1 - B * r₀ * Real.cos (B * r₀) / Real.sin (B * r₀) ∧
        A * B = originValue (B * r₀) := by
  have hs : Real.sin (B * r₀) ≠ 0 := (Real.sin_pos_of_pos_of_lt_pi hx.1 hx.2).ne'
  have hB : B ≠ 0 := left_ne_zero_of_mul hx.1.ne'
  have hE : Real.exp (-(a * r₀)) * r₀ ≠ 0 := mul_ne_zero (Real.exp_pos _).ne' hr.ne'
  constructor
  · rintro ⟨h1, h2⟩
    have hA : A * Real.sin (B * r₀) = Real.exp (-(a * r₀)) * r₀ := by
      unfold partialCore at h1
      rwa [div_eq_iff hr.ne'] at h1
    have hD := h2.unique (hasDerivAt_partialCore A B hr.ne')
    rw [eq_div_iff (pow_ne_zero 2 hr.ne')] at hD
    -- eliminate the amplitude between the value and slope conditions
    have h3 : a * r₀ * Real.sin (B * r₀)
        = Real.sin (B * r₀) - B * r₀ * Real.cos (B * r₀) := by
      apply mul_left_cancel₀ hE
      linear_combination (-Real.sin (B * r₀)) * hD
        - (B * r₀ * Real.cos (B * r₀) - Real.sin (B * r₀)) * hA
    have h4 : B * r₀ * Real.cos (B * r₀) / Real.sin (B * r₀) = 1 - a * r₀ := by
      rw [div_eq_iff hs]
      linear_combination h3
    refine ⟨by linarith, ?_⟩
    have h5 : 1 - a * r₀ - 1 = -(a * r₀) := by ring
    rw [originValue, h4, h5, div_mul_eq_mul_div, eq_div_iff hs]
    linear_combination B * hA
  · rintro ⟨ha, hAB⟩
    have h5 : B * r₀ * Real.cos (B * r₀) / Real.sin (B * r₀) - 1 = -(a * r₀) := by linarith
    rw [originValue, h5, div_mul_eq_mul_div, eq_div_iff hs] at hAB
    have hA : A * Real.sin (B * r₀) = Real.exp (-(a * r₀)) * r₀ := by
      apply mul_left_cancel₀ hB
      linear_combination hAB
    have h4 : B * r₀ * Real.cos (B * r₀) / Real.sin (B * r₀) = 1 - a * r₀ := by linarith
    rw [div_eq_iff hs] at h4
    refine ⟨?_, (hasDerivAt_partialCore A B hr.ne').congr_deriv ?_⟩
    · rw [partialCore, div_eq_iff hr.ne']
      exact hA
    · rw [div_eq_iff (pow_ne_zero 2 hr.ne')]
      linear_combination A * h4 - a * r₀ * hA

/-- The derivative of the origin value with respect to `x`, wherever `sin x` is nonzero. -/
theorem hasDerivAt_originValue {x : ℝ} (hs : Real.sin x ≠ 0) :
    HasDerivAt originValue ((Real.sin x ^ 2 - x ^ 2) / Real.sin x ^ 3 *
      Real.exp (x * Real.cos x / Real.sin x - 1)) x := by
  have hg : HasDerivAt (fun y : ℝ => y * Real.cos y / Real.sin y - 1)
      ((Real.cos x * Real.sin x - x) / Real.sin x ^ 2) x := by
    refine ((((hasDerivAt_id' x).fun_mul (Real.hasDerivAt_cos x)).fun_div
      (Real.hasDerivAt_sin x) hs).sub_const 1).congr_deriv ?_
    congr 1
    linear_combination (-x) * Real.sin_sq_add_cos_sq x
  have h := ((hasDerivAt_id' x).fun_div (Real.hasDerivAt_sin x) hs).fun_mul hg.exp
  refine h.congr_deriv ?_
  generalize Real.exp (x * Real.cos x / Real.sin x - 1) = E
  field_simp
  ring

/-- The origin value tends to 1 as `x` tends to 0 from above. -/
theorem tendsto_originValue_zero : Tendsto originValue (𝓝[>] 0) (𝓝 1) := by
  have h1 : Tendsto (fun x : ℝ => x / Real.sin x) (𝓝[>] 0) (𝓝 1) := by
    have h := tendsto_partialCore_origin 1 1
    rw [mul_one] at h
    have h' := h.inv₀ one_ne_zero
    rw [inv_one] at h'
    refine h'.congr fun x => ?_
    simp [partialCore]
  have hc : Tendsto Real.cos (𝓝[>] 0) (𝓝 1) := by
    have h := Real.continuous_cos.tendsto 0
    rw [Real.cos_zero] at h
    exact h.mono_left nhdsWithin_le_nhds
  have h3 : Tendsto (fun x : ℝ => x / Real.sin x * Real.exp (x / Real.sin x * Real.cos x - 1))
      (𝓝[>] 0) (𝓝 (1 * Real.exp (1 * 1 - 1))) :=
    h1.mul ((Real.continuous_exp.tendsto _).comp ((h1.mul hc).sub tendsto_const_nhds))
  have e : (1 : ℝ) * Real.exp (1 * 1 - 1) = 1 := by norm_num
  rw [e] at h3
  refine h3.congr fun x => ?_
  have h4 : x / Real.sin x * Real.cos x = x * Real.cos x / Real.sin x := by ring
  rw [originValue, h4]

/-- The origin value tends to 0 as `x` tends to `π` from below. -/
theorem tendsto_originValue_pi : Tendsto originValue (𝓝[<] π) (𝓝 0) := by
  have key : ∀ u : ℝ, 0 < u → u * Real.exp (-(u / 2)) ≤ 16 / u := by
    intro u hu
    rw [Real.exp_neg, ← div_eq_mul_inv, div_le_div_iff₀ (Real.exp_pos _) hu]
    have e : Real.exp (u / 2) = Real.exp (u / 4) * Real.exp (u / 4) := by
      rw [← Real.exp_add]
      congr 1
      ring
    have h1 : u / 4 ≤ Real.exp (u / 4) := by linarith [Real.add_one_le_exp (u / 4)]
    have h2 := mul_self_le_mul_self (by positivity : 0 ≤ u / 4) h1
    rw [e]
    nlinarith
  have hg : Tendsto (fun x : ℝ => 16 * Real.sin x / x) (𝓝[<] π) (𝓝 0) := by
    have h : ContinuousAt (fun x : ℝ => 16 * Real.sin x / x) π :=
      ContinuousAt.div (by fun_prop) (by fun_prop) Real.pi_ne_zero
    have h' := h.tendsto
    simp only [Real.sin_pi, mul_zero, zero_div] at h'
    exact h'.mono_left nhdsWithin_le_nhds
  have hI : ∀ᶠ x in 𝓝[<] π, x ∈ Ioo 0 π := Ioo_mem_nhdsLT Real.pi_pos
  have hc : ∀ᶠ x in 𝓝[<] π, Real.cos x < -1 / 2 := by
    have h := (Real.continuous_cos.tendsto π).mono_left
      (nhdsWithin_le_nhds (s := Iio π))
    exact h.eventually_lt_const (by rw [Real.cos_pi]; norm_num)
  refine squeeze_zero' ?_ ?_ hg
  · filter_upwards [hI] with x hx
    have hs := Real.sin_pos_of_pos_of_lt_pi hx.1 hx.2
    exact mul_nonneg (div_pos hx.1 hs).le (Real.exp_pos _).le
  · filter_upwards [hI, hc] with x hx hcx
    have hu := div_pos hx.1 (Real.sin_pos_of_pos_of_lt_pi hx.1 hx.2)
    -- since `cos x < -1/2`, the exponent is at most `-(x / sin x / 2)`
    have h1 : x * Real.cos x / Real.sin x - 1 ≤ -(x / Real.sin x / 2) := by
      have e : x * Real.cos x / Real.sin x = x / Real.sin x * Real.cos x := by ring
      rw [e]
      nlinarith [mul_lt_mul_of_pos_left hcx hu]
    calc originValue x ≤ x / Real.sin x * Real.exp (-(x / Real.sin x / 2)) :=
          mul_le_mul_of_nonneg_left (Real.exp_le_exp.mpr h1) hu.le
      _ ≤ 16 / (x / Real.sin x) := key _ hu
      _ = 16 * Real.sin x / x := by rw [div_div_eq_mul_div]

/-- The origin value `(x / sin x) exp(x cot x - 1)` is strictly decreasing on `(0, π)`,
with limit 1 at 0 and limit 0 at `π`. -/
theorem originValue_strictAnti_and_limits :
    StrictAntiOn originValue (Ioo 0 π) ∧
      Tendsto originValue (𝓝[>] 0) (𝓝 1) ∧ Tendsto originValue (𝓝[<] π) (𝓝 0) := by
  refine ⟨?_, tendsto_originValue_zero, tendsto_originValue_pi⟩
  apply strictAntiOn_of_deriv_neg (convex_Ioo 0 π)
  · intro x hx
    exact (hasDerivAt_originValue
      (Real.sin_pos_of_pos_of_lt_pi hx.1 hx.2).ne').continuousAt.continuousWithinAt
  · intro x hx
    rw [interior_Ioo] at hx
    have hs := Real.sin_pos_of_pos_of_lt_pi hx.1 hx.2
    rw [(hasDerivAt_originValue hs.ne').deriv]
    -- the sign is decided by `0 < sin x < x`
    have h1 : Real.sin x ^ 2 - x ^ 2 < 0 := by nlinarith [Real.sin_lt hx.1, hx.1]
    exact mul_neg_of_neg_of_pos (div_neg_of_neg_of_pos h1 (pow_pos hs 3)) (Real.exp_pos _)

/-- Each number strictly between 0 and 1 is the origin value for exactly one `x` in `(0, π)`,
and no other origin values occur there. -/
theorem originValue_bijOn : BijOn originValue (Ioo 0 π) (Ioo 0 1) := by
  obtain ⟨hanti, h0, hpi⟩ := originValue_strictAnti_and_limits
  refine ⟨?_, hanti.injOn, ?_⟩
  · intro x hx
    have hs := Real.sin_pos_of_pos_of_lt_pi hx.1 hx.2
    refine ⟨mul_pos (div_pos hx.1 hs) (Real.exp_pos _), ?_⟩
    have hh : x / 2 ∈ Ioo 0 π := ⟨by linarith [hx.1], by linarith [hx.1, hx.2]⟩
    have h1 : originValue (x / 2) ≤ 1 := by
      refine ge_of_tendsto h0 ?_
      filter_upwards [Ioo_mem_nhdsGT hh.1] with y hy
      exact (hanti ⟨hy.1, hy.2.trans hh.2⟩ hh hy.2).le
    exact (hanti hh hx (by linarith [hx.1])).trans_le h1
  · intro v hv
    obtain ⟨p, hp, hpI⟩ :=
      ((h0.eventually_const_lt hv.2).and (Ioo_mem_nhdsGT Real.pi_pos)).exists
    obtain ⟨q, hq, hqI⟩ :=
      ((hpi.eventually_lt_const hv.1).and (Ioo_mem_nhdsLT Real.pi_pos)).exists
    have hcont : ContinuousOn originValue (Ioo 0 π) := fun x hx =>
      (hasDerivAt_originValue
        (Real.sin_pos_of_pos_of_lt_pi hx.1 hx.2).ne').continuousAt.continuousWithinAt
    exact isPreconnected_Ioo.intermediate_value hqI hpI hcont ⟨hq.le, hp.le⟩

/-- A partial core matched to `exp(-ar)` with `0 < B r₀ < π` has an origin value `A B`
strictly between 0 and 1. -/
theorem matched_origin_mem {a r₀ A B : ℝ} (hr : 0 < r₀) (hx : B * r₀ ∈ Ioo 0 π)
    (h : IsMatched a r₀ A B) : A * B ∈ Ioo 0 1 := by
  rw [((isMatched_iff hr hx).mp h).2]
  exact originValue_bijOn.mapsTo hx

end

end PartialCoreOrigin
```

```lean
#print axioms PartialCoreOrigin.matched_origin_mem
```

```
'PartialCoreOrigin.matched_origin_mem' depends on axioms: [propext, Classical.choice, Quot.sound]
```

## How the proof follows the calculation

`hasDerivAt_partialCore` is the quotient rule. `tendsto_partialCore_origin` reads ρ(r) as the difference quotient of A sin(Br) at 0, whose limit is the derivative AB.

In `isMatched_iff`, `h2.unique` equates the required slope with the computed one, which turns the derivative condition into algebra. The `linear_combination` steps then eliminate A, with cancellation of the nonzero factor exp(−a r₀) r₀ in place of the division above. The reverse direction cancels B.

`hasDerivAt_originValue` computes F′. The exponential is replaced by a letter `E`, after which `field_simp` and `ring` verify the cancellation. The main theorem passes the negative sign of F′ to `strictAntiOn_of_deriv_neg`.

For the limit at 0, `tendsto_originValue_zero` takes the origin limit with A = B = 1, which is sin x/x → 1, and inverts it. For the limit at π, `key` is the bound u exp(−u/2) ≤ 16/u, and `squeeze_zero'` traps F between 0 and 16 sin x/x.

`originValue_bijOn` uses the comparison with x/2 for the upper bound and the intermediate value theorem for surjectivity. `matched_origin_mem` combines it with `isMatched_iff`.
